# For orbitals of definite parity under reflection in the plane of a periodic square lattice with even side length, hopping symmetric under one-site steps along both axes, each combined with that reflection, is translation invariant after a diagonal change of signs

## Lattice, waves and parities

The sites are $r=(x,y)$ with $x,y\in\mathbb Z/2L$ and $L\ge 1$, so each axis is a ring with an even number of sites. Every site carries the same set of orbitals, labelled $a,b$ and forming the type `ι`.

```lean
import Mathlib

open Matrix

namespace GlideUnfolding

noncomputable section
```

The even length matters: it makes $(-1)^{x+y}$ single-valued around the ring.

```lean
/-- Sites of the periodic square lattice with `2L` sites along each axis. -/
abbrev Site (L : ℕ) := ZMod (2 * L) × ZMod (2 * L)
```

A momentum label $k=(k_1,k_2)$ is also a pair in $\mathbb Z/2L$. Its plane wave is

$$W_k(r)=e^{2\pi i(k_1x+k_2y)/2L},$$

so the label $(L,L)$ is the physical momentum $(\pi,\pi)$. The waves are unnormalised; dividing by $2L$ normalises them.

```lean
variable {L : ℕ} [NeZero L] {ι : Type*}

/-- The plane wave `exp (2πi (k₁ x + k₂ y) / 2L)`; the label `k = (L, L)` is the
momentum `(π, π)`. -/
def planeWave (k r : Site L) : ℂ := ZMod.stdAddChar (k.1 * r.1 + k.2 * r.2)
```

Each orbital has a parity $p_a=\pm1$, a unit of the integers (`ℤˣ`) in Lean. At site $r$ a parity $u$ gives the sign $\sigma_u(r)=u^{x+y}$, computed from the representative of $x+y$ between $0$ and $2L-1$.

```lean
/-- The sign `u ^ (x + y)` that an orbital of parity `u` receives at the site `(x, y)`. -/
def glideSign (u : ℤˣ) (r : Site L) : ℂ := ((u : ℤ) : ℂ) ^ (r.1 + r.2).val
```

The corresponding momentum offset is $Q_u=0$ for $u=1$ and $Q_u=(L,L)$ for $u=-1$. For orbitals, write $\sigma_a=\sigma_{p_a}$ and $Q_a=Q_{p_a}$.

```lean
/-- The momentum offset of an orbital: zero for even parity, `(π, π)` for odd parity. -/
def parityMomentum (u : ℤˣ) : Site L := if u = 1 then 0 else ((L : ZMod (2 * L)), (L : ZMod (2 * L)))
```

## The glide rule and the change of signs

The entry $H(r,a;s,b)$ is the hopping amplitude $t_{ab}(r,s)$ from orbital $b$ at $s$ to orbital $a$ at $r$. The symmetry is

$$H(r+e,a;s+e,b)=p_ap_b\,H(r,a;s,b),\qquad e=(1,0),(0,1).$$

This is an assumption on $H$. It describes a layer that is unchanged by a one-site step along either axis combined with reflection in the plane of the layer, where $p_a$ is the sign of orbital $a$ under that reflection. $H$ may be any complex matrix; a physical Hamiltonian is the Hermitian case.

```lean
/-- Glide symmetry: a unit step along either axis multiplies the hopping between
orbitals `a` and `b` by the product of their parities. -/
def IsGlide (p : ι → ℤˣ) (H : Matrix (Site L × ι) (Site L × ι) ℂ) : Prop :=
  ∀ e : Site L, e = (1, 0) ∨ e = (0, 1) → ∀ a b r s,
    H (r + e, a) (s + e, b) = ((p a : ℤ) : ℂ) * ((p b : ℤ) : ℂ) * H (r, a) (s, b)
```

Ordinary translation invariance is the same rule without signs, for every displacement $d$.

```lean
/-- Invariance of the hopping under every lattice translation. -/
def IsTranslationInvariant (H : Matrix (Site L × ι) (Site L × ι) ℂ) : Prop :=
  ∀ (d : Site L) a b r s, H (r + d, a) (s + d, b) = H (r, a) (s, b)
```

The gauge transformation is the diagonal matrix $U$ with entries $\sigma_a(r)$.

```lean
/-- The diagonal gauge transformation with entries `p_a ^ (x + y)`. -/
def glideGauge [DecidableEq ι] (p : ι → ℤˣ) : Matrix (Site L × ι) (Site L × ι) ℂ :=
  Matrix.diagonal fun x => glideSign (p x.2) x.1
```

For orbital amplitudes $v_a$, the Bloch wave is $v_aW_k(r)$.

```lean
/-- The Bloch wave of momentum `k` with orbital amplitudes `v`. -/
def blochWave (k : Site L) (v : ι → ℂ) : Site L × ι → ℂ :=
  fun x => v x.2 * planeWave k x.1
```

In the parity-shifted wave, $\psi_{k,v}(r,a)=v_aW_{k+Q_a}(r)$, odd orbitals carry the extra $(\pi,\pi)$.

```lean
/-- The wave with orbital amplitudes `v` in which even orbitals carry momentum `k` and
odd orbitals carry `k + (π, π)`. -/
def glideWave (p : ι → ℤˣ) (k : Site L) (v : ι → ℂ) : Site L × ι → ℂ :=
  fun x => v x.2 * planeWave (k + parityMomentum (p x.2)) x.1
```

The matrix that will act on the amplitudes has one row and one column per orbital:

$$B_{ab}(k)=\sum_s H(0,a;s,b)\,W_{k+Q_b}(s).$$

```lean
/-- The unfolded Bloch matrix: the hopping from all sites to the origin, summed with the
plane wave of momentum `k`, or `k + (π, π)` if the source orbital is odd. -/
def unfoldedBloch (p : ι → ℤˣ) (H : Matrix (Site L × ι) (Site L × ι) ℂ) (k : Site L) :
    Matrix ι ι ℂ :=
  Matrix.of fun a b => ∑ s : Site L, H (0, a) (s, b) * planeWave (k + parityMomentum (p b)) s
```

## Momentum $(\pi,\pi)$ is an alternating sign

The exponent is linear in position, so $W_k(r+s)=W_k(r)W_k(s)$.

```lean
/-- A plane wave at a sum of two positions is the product of its values at each. -/
theorem planeWave_add (k r s : Site L) :
    planeWave k (r + s) = planeWave k r * planeWave k s := by
  unfold planeWave
  rw [← AddChar.map_add_eq_mul]
  congr 1
  simp only [Prod.fst_add, Prod.snd_add]
  ring
```

For odd parity, the added momentum contributes $L(x+y)$ to the exponent's numerator. Since $e^{2\pi iL/2L}=e^{i\pi}=-1$,

$$W_{k+Q_u}(r)=\sigma_u(r)\,W_k(r).$$

For even parity both sides are $W_k(r)$. In the proof, `half` is the value $-1$ and `e` is the regrouping of the exponent.

```lean
/-- Adding the parity momentum to a plane wave multiplies it by the site sign. -/
theorem planeWave_parityMomentum (u : ℤˣ) (k r : Site L) :
    planeWave (k + parityMomentum u) r = glideSign u r * planeWave k r := by
  rcases Int.units_eq_one_or u with rfl | rfl
  · simp [glideSign, parityMomentum]
  · have hne : (-1 : ℤˣ) ≠ 1 := by decide
    have hL : (L : ℂ) ≠ 0 := Nat.cast_ne_zero.2 (NeZero.ne L)
    -- half a reciprocal lattice vector gives the phase -1 per step
    have half : ZMod.stdAddChar (L : ZMod (2 * L)) = (-1 : ℂ) := by
      have h := ZMod.stdAddChar_coe (N := 2 * L) (L : ℤ)
      push_cast at h
      rw [h, ← Complex.exp_pi_mul_I]
      congr 1
      field_simp
    have e : (k.1 + (L : ZMod (2 * L))) * r.1 + (k.2 + (L : ZMod (2 * L))) * r.2
        = (r.1 + r.2).val • (L : ZMod (2 * L)) + (k.1 * r.1 + k.2 * r.2) := by
      rw [nsmul_eq_mul, ZMod.natCast_zmod_val]
      ring
    simp only [planeWave, parityMomentum, glideSign, if_neg hne, Prod.fst_add, Prod.snd_add]
    rw [e, AddChar.map_add_eq_mul, AddChar.map_nsmul_eq_pow, half]
    simp
```

Setting $k=0$ gives $\sigma_u(r)=W_{Q_u}(r)$. The sign therefore inherits the product rule $\sigma_u(r+s)=\sigma_u(r)\sigma_u(s)$, including when the sum wraps around the ring.

```lean
/-- The site sign is multiplicative under addition of positions on the periodic lattice. -/
theorem glideSign_add (u : ℤˣ) (r s : Site L) :
    glideSign u (r + s) = glideSign u r * glideSign u s := by
  have h : ∀ x : Site L, glideSign u x = planeWave (parityMomentum u) x := by
    intro x
    have hx := planeWave_parityMomentum u 0 x
    rw [zero_add] at hx
    rw [hx]
    simp [planeWave]
  simp only [h, planeWave_add]
```

Because $u=\pm1$, the sign is real and squares to one. On a unit step $x+y=1$, so $\sigma_u(e)=u$.

```lean
omit [NeZero L] in
/-- The site sign squares to one, is real, and equals the parity on a unit step. -/
theorem glideSign_basic (u : ℤˣ) (r : Site L) :
    glideSign u r * glideSign u r = 1 ∧ star (glideSign u r) = glideSign u r ∧
      (r = (1, 0) ∨ r = (0, 1) → glideSign u r = ((u : ℤ) : ℂ)) := by
  refine ⟨?_, ?_, fun hr => ?_⟩
  · unfold glideSign
    rw [← mul_pow]
    rcases Int.units_eq_one_or u with rfl | rfl <;> simp
  · simp [glideSign]
  · have h1 : (1 : ZMod (2 * L)).val = 1 := ZMod.val_one'' (by omega)
    rcases hr with rfl | rfl <;> simp [glideSign, h1]
```

## From unit steps to all translations

The glide rule extends to

$$H(r+d,a;s+d,b)=\sigma_a(d)\sigma_b(d)\,H(r,a;s,b).$$

It holds for $d=0$ and for unit steps. If it holds for $d$ and $d'$, applying it twice and using the product rule gives it for $d+d'$. Every $d$ is a sum of unit steps. The proof calls the displayed property `P` and uses an induction for repeated steps.

When $x+y$ is even for $d$, all signs are $+1$: $H$ already has the translations of a two-site cell.

```lean
/-- For a glide-symmetric hopping, a translation by any `d` multiplies the hopping by the
site signs of the two orbitals at `d`. -/
theorem IsGlide.translate {p : ι → ℤˣ} {H : Matrix (Site L × ι) (Site L × ι) ℂ}
    (h : IsGlide p H) (d : Site L) (a b : ι) (r s : Site L) :
    H (r + d, a) (s + d, b) =
      glideSign (p a) d * glideSign (p b) d * H (r, a) (s, b) := by
  let P : Site L → Prop := fun d => ∀ r s, H (r + d, a) (s + d, b) =
    glideSign (p a) d * glideSign (p b) d * H (r, a) (s, b)
  have h0 : P 0 := by
    intro r s
    simp [glideSign]
  have hadd : ∀ d d', P d → P d' → P (d + d') := by
    intro d d' h1 h2 r s
    have e1 := h1 r s
    have e2 := h2 (r + d) (s + d)
    rw [← add_assoc, ← add_assoc, e2, e1, glideSign_add, glideSign_add]
    ring
  have hstep : ∀ e : Site L, e = (1, 0) ∨ e = (0, 1) → P e := by
    intro e he r s
    rw [h e he, (glideSign_basic (p a) e).2.2 he, (glideSign_basic (p b) e).2.2 he]
  have hmul : ∀ e, P e → ∀ n : ℕ, P (n • e) := by
    intro e he n
    induction n with
    | zero => rw [zero_nsmul]; exact h0
    | succ n ih => rw [succ_nsmul]; exact hadd _ _ ih he
  -- every translation is composed of unit steps
  have hd : d = d.1.val • ((1, 0) : Site L) + d.2.val • ((0, 1) : Site L) :=
    Prod.ext (by simp) (by simp)
  have hP : P d := by
    rw [hd]
    exact hadd _ _ (hmul _ (hstep _ (Or.inl rfl)) _) (hmul _ (hstep _ (Or.inr rfl)) _)
  exact hP r s
```

## Glide symmetry is hidden translation symmetry

Let $\tilde H=UHU^\dagger$, with entries $\sigma_a(r)H(r,a;s,b)\sigma_b(s)$. If $H$ obeys the glide rule, then

$$\tilde H(r+d,a;s+d,b)=\sigma_a(d)^2\sigma_b(d)^2\,\tilde H(r,a;s,b)=\tilde H(r,a;s,b).$$

Conversely, invariance of $\tilde H$ under a unit step reads

$$\sigma_a(r)p_a\,H(r+e,a;s+e,b)\,\sigma_b(s)p_b=\sigma_a(r)\,H(r,a;s,b)\,\sigma_b(s).$$

Multiplying by $\sigma_a(r)\sigma_b(s)p_ap_b$ returns the glide rule. The theorem states this equivalence together with the unitarity of $U$, for finitely many orbitals. In Lean, `entry` computes $\tilde H$, and `linear_combination` removes the squared signs.

```lean
/-- The gauge transformation is unitary, and a hopping matrix is glide symmetric exactly
when its conjugate by this unitary is invariant under all translations. -/
theorem glide_iff_translationInvariant [Fintype ι] [DecidableEq ι] (p : ι → ℤˣ)
    (H : Matrix (Site L × ι) (Site L × ι) ℂ) :
    (glideGauge p : Matrix (Site L × ι) (Site L × ι) ℂ) ∈
        Matrix.unitaryGroup (Site L × ι) ℂ ∧
      (IsGlide p H ↔ IsTranslationInvariant (glideGauge p * H * (glideGauge p)ᴴ)) := by
  have sq := fun (u : ℤˣ) (x : Site L) => (glideSign_basic u x).1
  have re := fun (u : ℤˣ) (x : Site L) => (glideSign_basic u x).2.1
  have entry : ∀ (r : Site L) (a : ι) (s : Site L) (b : ι),
      (glideGauge (L := L) p * H * (glideGauge (L := L) p)ᴴ :
        Matrix (Site L × ι) (Site L × ι) ℂ) (r, a) (s, b) =
      glideSign (p a) r * H (r, a) (s, b) * glideSign (p b) s := by
    intro r a s b
    simp only [glideGauge, Matrix.diagonal_conjTranspose, Matrix.mul_diagonal,
      Matrix.diagonal_mul, Pi.star_apply, re]
  refine ⟨?_, fun h d a b r s => ?_, fun h e he a b r s => ?_⟩
  · rw [Matrix.mem_unitaryGroup_iff, Matrix.star_eq_conjTranspose, glideGauge,
      Matrix.diagonal_conjTranspose, Matrix.diagonal_mul_diagonal, ← Matrix.diagonal_one]
    congr 1
    funext x
    simp only [Pi.star_apply, re, sq]
  · -- the signs of the gauge cancel those of the glide
    rw [entry, entry, h.translate, glideSign_add, glideSign_add]
    linear_combination
      glideSign (p a) r * H (r, a) (s, b) * glideSign (p b) s *
        (glideSign (p b) d * glideSign (p b) d) * sq (p a) d +
      glideSign (p a) r * H (r, a) (s, b) * glideSign (p b) s * sq (p b) d
  · have h1 := h e a b r s
    rw [entry, entry, glideSign_add, glideSign_add] at h1
    rw [← (glideSign_basic (p a) e).2.2 he, ← (glideSign_basic (p b) e).2.2 he]
    have h2 : glideSign (p a) r * glideSign (p a) r *
        (glideSign (p b) s * glideSign (p b) s) = 1 := by
      simp only [sq, mul_one]
    have h3 : glideSign (p a) r * glideSign (p a) r *
        (glideSign (p b) s * glideSign (p b) s) *
        (glideSign (p a) e * glideSign (p a) e *
        (glideSign (p b) e * glideSign (p b) e)) = 1 := by
      simp only [sq, mul_one]
    linear_combination
      glideSign (p a) r * glideSign (p b) s * glideSign (p a) e * glideSign (p b) e * h1 -
      H (r + e, a) (s + e, b) * h3 +
      glideSign (p a) e * glideSign (p b) e * H (r, a) (s, b) * h2
```

On a Bloch wave, $U$ multiplies each component by $\sigma_a(r)$. This leaves even orbitals at $k$ and moves odd ones to $k+(\pi,\pi)$, so $U$ turns the Bloch wave into $\psi_{k,v}$.

```lean
/-- The gauge transformation keeps the momentum of even orbitals in a Bloch wave and
shifts that of odd orbitals by `(π, π)`. -/
theorem glideGauge_mulVec_blochWave [Fintype ι] [DecidableEq ι] (p : ι → ℤˣ)
    (k : Site L) (v : ι → ℂ) :
    glideGauge p *ᵥ blochWave k v = glideWave p k v := by
  funext x
  rw [glideGauge, Matrix.mulVec_diagonal]
  simp only [blochWave, glideWave, planeWave_parityMomentum]
  ring
```

## One Bloch matrix per momentum

Apply $H$ to $\psi_{k,v}$ and replace the summed site $s$ by $s+r$:

$$\begin{aligned}
(H\psi_{k,v})(r,a)&=\sum_{s,b}H(r,a;s+r,b)\,v_bW_{k+Q_b}(s+r)\\
&=\sum_{s,b}\sigma_a(r)\sigma_b(r)H(0,a;s,b)\,v_bW_{k+Q_b}(s)\,\sigma_b(r)W_k(r)\\
&=W_{k+Q_a}(r)\sum_bB_{ab}(k)v_b.
\end{aligned}$$

Thus $H\psi_{k,v}=\psi_{k,B(k)v}$. In the proof, `step` is the calculation for one term, and `Equiv.sum_comp` shifts the sum.

For non-interacting tight-binding models on a finite periodic lattice with this glide, band energies can therefore be computed from a one-site-cell matrix instead of one for the two-site cell.

```lean
/-- Unfolding: a glide-symmetric Hamiltonian acts on the waves with parity-shifted momenta
through the unfolded Bloch matrix at the same `k`. -/
theorem IsGlide.mulVec_glideWave [Fintype ι] {p : ι → ℤˣ}
    {H : Matrix (Site L × ι) (Site L × ι) ℂ} (h : IsGlide p H) (k : Site L) (v : ι → ℂ) :
    H *ᵥ glideWave p k v = glideWave p k (unfoldedBloch p H k *ᵥ v) := by
  funext ⟨r, a⟩
  -- move the target site to the origin
  have step : ∀ s b, H (r, a) (s + r, b) * glideWave p k v (s + r, b) =
      planeWave (k + parityMomentum (p a)) r *
        (H (0, a) (s, b) * planeWave (k + parityMomentum (p b)) s * v b) := by
    intro s b
    have h1 := h.translate r a b 0 s
    rw [zero_add] at h1
    rw [h1]
    simp only [glideWave]
    rw [planeWave_add, planeWave_parityMomentum (p b) k r, planeWave_parityMomentum (p a) k r]
    linear_combination glideSign (p a) r * H (0, a) (s, b) * v b *
      planeWave (k + parityMomentum (p b)) s * planeWave k r * (glideSign_basic (p b) r).1
  change ∑ x, H (r, a) x * glideWave p k v x = _
  rw [Fintype.sum_prod_type, ← Equiv.sum_comp (Equiv.addRight r)]
  simp only [Equiv.coe_addRight, step]
  rw [Finset.sum_comm]
  simp only [glideWave, Matrix.mulVec, dotProduct, unfoldedBloch, Matrix.of_apply,
    Finset.sum_mul]
  exact Finset.sum_congr rfl fun b _ => Finset.sum_congr rfl fun s _ => by ring
```

If $B(k)v=Ev$ with $v\ne0$, linearity gives $H\psi_{k,v}=E\psi_{k,v}$. The state is nonzero because its amplitudes at the origin are $v_a$. That every eigenvalue of $H$ arises in this way needs the completeness of plane waves, which the theorem does not address.

```lean
/-- For a glide-symmetric Hamiltonian, a nonzero eigenvector of the unfolded Bloch matrix
gives a nonzero eigenstate of the full Hamiltonian with the same energy. -/
theorem IsGlide.eigenstate [Fintype ι] {p : ι → ℤˣ}
    {H : Matrix (Site L × ι) (Site L × ι) ℂ} (h : IsGlide p H) (k : Site L) {v : ι → ℂ}
    {E : ℂ} (hv : v ≠ 0) (hE : unfoldedBloch p H k *ᵥ v = E • v) :
    glideWave p k v ≠ 0 ∧ H *ᵥ glideWave p k v = E • glideWave p k v := by
  constructor
  · intro h0
    apply hv
    funext a
    have ha := congrFun h0 (0, a)
    simpa [glideWave, planeWave] using ha
  · rw [h.mulVec_glideWave, hE]
    funext x
    simp only [glideWave, Pi.smul_apply, smul_eq_mul]
    ring
```

## A hopping with the glide but without translation invariance

Take orbital $0$ even and orbital $1$ odd, mixed on each site with amplitude $(-1)^{x+y}$.

```lean
/-- On-site mixing of two orbitals with the alternating sign `(-1) ^ (x + y)`. -/
def staggeredMixing : Matrix (Site L × Fin 2) (Site L × Fin 2) ℂ :=
  Matrix.of fun x y => if x.1 = y.1 ∧ x.2 ≠ y.2 then glideSign (-1) x.1 else 0
```

A unit step reverses the mixing, as $p_0p_1=-1$ requires. Translation invariance fails because the amplitude is $1$ at the origin and $-1$ at $(1,0)$. The hypothesis is thus satisfied by a matrix that needs the change of signs.

```lean
/-- The staggered mixing of an even and an odd orbital is glide symmetric but not
translation invariant. -/
theorem isGlide_witness :
    IsGlide ![1, -1] (staggeredMixing (L := L)) ∧
      ¬ IsTranslationInvariant (staggeredMixing (L := L)) := by
  constructor
  · intro e he a b r s
    have h := glideSign_add (-1) r e
    rw [(glideSign_basic (-1) e).2.2 he] at h
    rcases eq_or_ne r s with rfl | hrs
    · fin_cases a <;> fin_cases b <;> simp [staggeredMixing, h]
    · simp [staggeredMixing, hrs]
  · intro h
    have h1 := h (1, 0) 0 1 0 0
    have hu : glideSign (-1) ((1, 0) : Site L) = -1 := by
      rw [(glideSign_basic (-1) ((1, 0) : Site L)).2.2 (Or.inl rfl)]
      simp
    have hz : glideSign (-1) (0 : Site L) = 1 := by simp [glideSign]
    norm_num [staggeredMixing, hu, hz] at h1

end

end GlideUnfolding
```

```lean
#print axioms GlideUnfolding.glide_iff_translationInvariant
#print axioms GlideUnfolding.glideGauge_mulVec_blochWave
#print axioms GlideUnfolding.IsGlide.eigenstate
```

```
'GlideUnfolding.glide_iff_translationInvariant' depends on axioms: [propext, Classical.choice, Quot.sound]
'GlideUnfolding.glideGauge_mulVec_blochWave' depends on axioms: [propext, Classical.choice, Quot.sound]
'GlideUnfolding.IsGlide.eigenstate' depends on axioms: [propext, Classical.choice, Quot.sound]
```

## Four sites, then sixteen

At $L=1$ there are four sites, and steps forward and backward along an axis reach the same site. The momentum $(\pi,\pi)$ has the label $(1,1)$. For the staggered mixing only $s=0$ contributes to $B(k)$, so at all four momenta

$$B(k)=\begin{pmatrix}0&1\\1&0\end{pmatrix},\qquad E=\pm1.$$

For $L=2$, give both orbitals nearest-neighbour hopping $-1$ and multiply the staggered mixing by $3$. At $k=0$ the even orbital has diagonal entry $-4$. The odd one, evaluated at $(\pi,\pi)$, has $+4$:

$$B(0)=\begin{pmatrix}-4&3\\3&4\end{pmatrix},\qquad E=\pm5.$$

The vector $v=(1,3)$ belongs to $E=5$. The corresponding state has amplitude $1$ on every even orbital and $3(-1)^{x+y}$ on the odd ones; dividing by $4\sqrt{10}$ normalises it. Acting with $H$ directly gives $-4+9=5$ on an even orbital and $(12+3)(-1)^{x+y}=5\cdot3(-1)^{x+y}$ on an odd one.
